# A packet of plane waves with binomial weights and linear phases has a density proportional to a power of a squared sine

The theorem `gapPacket_density` concerns a single-particle wave function on a periodic cell of length one, built from the plane waves exp(2πinx) with n from −N to N. Its coefficients, for k = n + N, are the binomial coefficients C(2N, k) times (−exp(−iπa))^k, and the theorem says that |ψ(x)|² = (4 sin²(π(x − a/2)))^(2N) for all real a and x and every natural number N. The packet is not normalised: its density integrates to C(4N, 2N) over the cell, so the normalised density is the stated one divided by that number. The proof takes out a plane wave of modulus one, sums the rest by the binomial theorem to (1 − exp(2πi(x − a/2)))^(2N), and computes the squared modulus of the base.

Lean 4 with Mathlib refuses this proof:

```lean
import Mathlib

open Matrix Filter
open scoped ComplexConjugate ComplexOrder Topology

namespace GapPacketDensity

noncomputable section

/-- The plane wave `exp(2πinx)` of a unit cell of length one. -/
def planeWave (n : ℤ) (x : ℝ) : ℂ := Complex.exp (2 * Real.pi * Complex.I * n * x)

/-- The wave function with plane-wave coefficients `c`. -/
def wave (N : ℕ) (c : Fin (2 * N + 1) → ℂ) (x : ℝ) : ℂ :=
  ∑ k, c k * planeWave (((k : ℕ) : ℤ) - N) x

/-- Binomial coefficients with phases, the coefficients of a packet centred outside `[0,a]` when
`0 < a < 1` and `N ≥ 1`. -/
def gapPacket (a : ℝ) (N : ℕ) (k : Fin (2 * N + 1)) : ℂ :=
  ((2 * N).choose k : ℂ) * (-Complex.exp (((-(Real.pi * a) : ℝ) : ℂ) * Complex.I)) ^ (k : ℕ)

lemma wave_factor (N : ℕ) (c : Fin (2 * N + 1) → ℂ) (x : ℝ) :
    wave N c x = planeWave (-N) x * ∑ k, c k * planeWave 1 x ^ (k : ℕ) := by
  rw [wave, Finset.mul_sum]
  refine Finset.sum_congr rfl fun k _ => ?_
  have h : planeWave (((k : ℕ) : ℤ) - N) x = planeWave (-N) x * planeWave 1 x ^ (k : ℕ) := by
    unfold planeWave
    rw [← Complex.exp_nat_mul, ← Complex.exp_add]
    congr 1
    push_cast
    ring
  rw [h]
  ring

/-- The density of the packet is `(4 sin²(π(x - a/2)))^(2N)`. -/
theorem gapPacket_density (a : ℝ) (N : ℕ) (x : ℝ) :
    ‖wave N (gapPacket a N) x‖ ^ 2 = (4 * Real.sin (Real.pi * (x - a / 2)) ^ 2) ^ (2 * N) := by
  set p := Real.pi * (x - a / 2) with hp
  have hw : -Complex.exp (((-(Real.pi * a) : ℝ) : ℂ) * Complex.I) * planeWave 1 x =
      -Complex.exp (((2 * p : ℝ) : ℂ) * Complex.I) := by
    rw [planeWave, neg_mul, ← Complex.exp_add, hp]
    congr 2
    push_cast
    ring
  -- the binomial theorem sums the packet
  have hs : ∑ k, gapPacket a N k * planeWave 1 x ^ (k : ℕ) =
      (-Complex.exp (((2 * p : ℝ) : ℂ) * Complex.I) + 1) ^ (2 * N) := by
    rw [add_pow, Finset.sum_range]
    refine Finset.sum_congr rfl fun k _ => ?_
    rw [← hw, gapPacket, mul_pow, one_pow]
    ring
  have h1 : ‖planeWave (-N) x‖ = 1 := by
    have e : planeWave (-N) x =
        Complex.exp (((-(2 * Real.pi * N * x) : ℝ) : ℂ) * Complex.I) := by
      unfold planeWave
      congr 1
      push_cast
      ring
    rw [e, Complex.norm_exp_ofReal_mul_I]
  have h2 : ‖-Complex.exp (((2 * p : ℝ) : ℂ) * Complex.I) + 1‖ ^ 2 = 4 * Real.sin p ^ 2 := by
    rw [← Complex.normSq_eq_norm_sq, Complex.normSq_apply]
    simp only [Complex.add_re, Complex.add_im, Complex.neg_re, Complex.neg_im, Complex.one_re,
      Complex.one_im, Complex.exp_ofReal_mul_I_re, Complex.exp_ofReal_mul_I_im]
    rw [Real.cos_two_mul, Real.sin_two_mul]
    linear_combination (4 * Real.cos p ^ 2 - 4) * Real.sin_sq_add_cos_sq p
  rw [wave_factor, hs, norm_mul, h1, one_mul, norm_pow, ← h2, ← pow_mul, ← pow_mul, mul_comm]

end

end GapPacketDensity
```

The compiler's answer:

```
Main.lean:37:93: error: unsolved goals
a : ℝ
N : ℕ
x : ℝ
p : ℝ := Real.pi * (x - a / 2)
hp : p = Real.pi * (x - a / 2)
hw : -Complex.exp (↑(-(Real.pi * a)) * Complex.I) * planeWave 1 x = -Complex.exp (↑(2 * p) * Complex.I)
hs : ∑ k, gapPacket a N k * planeWave 1 x ^ ↑k = (-Complex.exp (↑(2 * p) * Complex.I) + 1) ^ (2 * N)
h1 : ‖planeWave (-↑N) x‖ = 1
h2 : ‖-Complex.exp (↑(2 * p) * Complex.I) + 1‖ ^ 2 = 4 * Real.sin p ^ 2
⊢ ‖-Complex.exp (Complex.I * ↑(2 * p)) + 1‖ ^ (2 * N * 2) = ‖-Complex.exp (Complex.I * ↑(2 * p)) + 1‖ ^ (2 * (2 * N))
```

The change, after which it compiles:

```diff
@@ -64,5 +64,6 @@
     rw [Real.cos_two_mul, Real.sin_two_mul]
     linear_combination (4 * Real.cos p ^ 2 - 4) * Real.sin_sq_add_cos_sq p
-  rw [wave_factor, hs, norm_mul, h1, one_mul, norm_pow, ← h2, ← pow_mul, ← pow_mul, mul_comm]
+  rw [wave_factor, hs, norm_mul, h1, one_mul, norm_pow, ← h2, ← pow_mul, ← pow_mul,
+    mul_comm (2 * N) 2]
 
 end
```

Cause. The error says that a goal is left after the last `rw`. Its two sides differ only in the exponents, `2 * N * 2` on the left and `2 * (2 * N)` on the right. The final `mul_comm` was meant to reconcile these, but without arguments it fits any product, and `rw` settles on the first match it finds. Here that was the product of `↑(2 * p)` and `Complex.I` inside the exponential. The goal shows the result: both sides now have `Complex.I * ↑(2 * p)`, where the hypotheses still have `↑(2 * p) * Complex.I`. The exponents were left as they were, and the `rfl` that `rw` tries at the end did not close the goal.

The repair gives the factors explicitly. `mul_comm (2 * N) 2` can only rewrite `2 * N * 2`, which becomes `2 * (2 * N)`. The two sides are then identical, and `rw` closes the goal by `rfl`. The line break in the diff is mere tidying.
